# First derivatives of a Gaussian p shell span six dimensions, one fewer than the s and Cartesian d functions of the same exponent

## One derivative, two functions

In one dimension, let $G=e^{-ax^2}$ with $a>0$. Then

$$\frac{d}{dx}(xG)=(1-2ax^2)G .$$

The derivative contains $G$ and $x^2G$, but only in one fixed ratio. A basis that gives each its own coefficient has one dimension more than the derivative needs. In three dimensions the excess for a p shell is again one.

## Scalar functions for the small component

Restricted kinetic balance builds the small-component basis of a Dirac calculation by applying $\boldsymbol\sigma\cdot\mathbf p$ to the large-component functions. Each spin component of the result is a combination of their first derivatives. For a single p shell with one exponent, unrestricted balance with independent s and Cartesian d functions therefore carries one scalar function beyond the span of these derivatives. This counts scalar functions, not spinors: restricted balance turns the six p spin orbitals into six two-component functions, whereas seven independent scalar functions for each spin component make fourteen.

Write $(x_0,x_1,x_2)=(x,y,z)$ and $G=e^{-a(x_0^2+x_1^2+x_2^2)}$. Let $B$ be the real span of the nine functions $\partial_i(x_jG)$, and $U$ that of $G$ and all $x_ix_jG$. For $a>0$,

$$\dim B=6,\qquad \dim U=7,\qquad B\subsetneq U,\qquad B+\mathbb RG=U .$$

## Counting the dimensions

Since $\partial_iG=-2ax_iG$, the product rule gives

$$\partial_i(x_jG)=(\delta_{ij}-2ax_ix_j)G .$$

This is symmetric in $i,j$, so at most six of the nine functions differ. Suppose a combination of these six with coefficients $g_{ij}$, $i\le j$, vanishes. Dividing by $G>0$ leaves

$$\sum_{i\le j}g_{ij}(\delta_{ij}-2ax_ix_j)=0 .$$

At the origin, $g_{00}+g_{11}+g_{22}=0$. At the unit point $e_i$ the same sum minus $2ag_{ii}$ vanishes, so $g_{ii}=0$. At $e_i+e_j$ with $i<j$, what remains is $-2ag_{ij}=0$. Hence $\dim B=6$.

For $U$, the relation is $c+\sum_{i\le j}g_{ij}x_ix_j=0$. The same points give $c=0$, then $g_{ii}=0$, then $g_{ij}=0$, so $\dim U=7$.

## A trace condition for membership

Let $a>0$ and $f=(c+\sum_{ij}q_{ij}x_ix_j)G$, where $q$ need not be symmetric. Then $f\in B$ exactly when $\operatorname{tr}q=-2ac$.

Every generator of $B$ satisfies

$$f(e_0)+f(e_1)+f(e_2)=(3-2a)e^{-a}f(0):$$

for $i=j$ both sides equal $(3-2a)e^{-a}$, and for $i\ne j$ both vanish. By linearity the relation holds on $B$. For the general $f$ it reads $(3c+\operatorname{tr}q)e^{-a}=(3-2a)e^{-a}c$, which is the trace condition. Conversely, if the condition holds,

$$-\frac1{2a}\sum_{ij}q_{ij}\,\partial_i(x_jG)=\Bigl(-\frac{\operatorname{tr}q}{2a}+\sum_{ij}q_{ij}x_ix_j\Bigr)G=f .$$

For $G$ itself, $c=1$ and $q=0$, and the condition would require $0=-2a$. So $G\notin B$. Finally,

$$x_ix_jG=\frac1{2a}\bigl(\delta_{ij}G-\partial_i(x_jG)\bigr),$$

so adding $G$ to $B$ gives all of $U$.

## Numbers for $a=1/2$, and the case $a=0$

For $a=1/2$ the condition is $\operatorname{tr}q=-c$. With $r^2=x_0^2+x_1^2+x_2^2$, the function $(3-r^2)G$ has $c=3$ and $\operatorname{tr}q=-3$, so it lies in $B$; it is the sum of the three diagonal derivatives. The function $(1-r^2)G$ has $c=1$ and $\operatorname{tr}q=-3$, so it does not.

If $a=0$, then $G=1$ and the derivatives are the constants $\delta_{ij}$, which span one dimension. The count of six thus needs $a\ne0$; positivity also makes $G$ a decaying orbital.

## Reading the Lean statement

Points and scalar functions have types `Fin 3 → ℝ` and `(Fin 3 → ℝ) → ℝ`. `partialD` is the actual derivative along one coordinate, `balancedSpace a` is $B$, and `unrestrictedSpace a` is $U$. `finrank` is the dimension over $\mathbb R$, `<` strict inclusion and `⊔` the sum of subspaces. The functions are unnormalised, which leaves the spans unchanged. The model has one centre and one exponent, and contains neither spinors nor a Dirac operator.

```lean
import Mathlib

open Module Submodule

namespace KineticBalancePShell

noncomputable section

/-- The s-type Gaussian `exp(-a(x² + y² + z²))` on three-dimensional space. -/
def gauss (a : ℝ) (r : Fin 3 → ℝ) : ℝ :=
  Real.exp (-a * (r 0 ^ 2 + r 1 ^ 2 + r 2 ^ 2))

/-- The p-type Gaussian `x_j G`. -/
def pFun (a : ℝ) (j : Fin 3) (r : Fin 3 → ℝ) : ℝ := r j * gauss a r

/-- The quadratic monomial `x_i x_j` times the Gaussian `G`. -/
def quadMono (a : ℝ) (i j : Fin 3) (r : Fin 3 → ℝ) : ℝ := r i * r j * gauss a r

/-- A general polynomial `c + ∑ q_ij x_i x_j` times the Gaussian `G`. -/
def quadGauss (a c : ℝ) (q : Matrix (Fin 3) (Fin 3) ℝ) (r : Fin 3 → ℝ) : ℝ :=
  (c + ∑ i, ∑ j, q i j * r i * r j) * gauss a r

/-- The partial derivative of a scalar function along the coordinate `x_i`. -/
def partialD (i : Fin 3) (f : (Fin 3 → ℝ) → ℝ) (r : Fin 3 → ℝ) : ℝ :=
  deriv (fun t => f (Function.update r i t)) (r i)

/-- The span of the nine first partial derivatives of `xG`, `yG`, `zG`. -/
def balancedSpace (a : ℝ) : Submodule ℝ ((Fin 3 → ℝ) → ℝ) :=
  span ℝ (Set.range fun ij : Fin 3 × Fin 3 => partialD ij.1 (pFun a ij.2))

/-- The span of `G` and all quadratic monomials times `G`. -/
def unrestrictedSpace (a : ℝ) : Submodule ℝ ((Fin 3 → ℝ) → ℝ) :=
  span ℝ (insert (gauss a) (Set.range fun ij : Fin 3 × Fin 3 => quadMono a ij.1 ij.2))

/-- The six unordered pairs of Cartesian directions. -/
def pair : Fin 6 → Fin 3 × Fin 3 := ![(0, 0), (1, 1), (2, 2), (0, 1), (0, 2), (1, 2)]

/-- Differentiating a p-type Gaussian gives `∂_i (x_j G) = (δ_ij - 2a x_i x_j) G`. -/
theorem partialD_pFun (a : ℝ) (i j : Fin 3) (r : Fin 3 → ℝ) :
    partialD i (pFun a j) r =
      ((if i = j then 1 else 0) - 2 * a * r i * r j) * gauss a r := by
  -- each coordinate has derivative one or zero along the chosen direction
  have h : ∀ k : Fin 3, HasDerivAt (fun t => Function.update r i t k)
      (if i = k then (1 : ℝ) else 0) (r i) := by
    intro k
    by_cases hk : i = k
    · subst hk
      have e : (fun t => Function.update r i t i) = fun t => t := by
        funext t
        simp
      rw [e, if_pos rfl]
      exact hasDerivAt_id' _
    · have e : (fun t => Function.update r i t k) = fun _ => r k := by
        funext t
        exact Function.update_of_ne (Ne.symm hk) _ _
      rw [e, if_neg hk]
      exact hasDerivAt_const _ _
  have hs := (((((h 0).fun_pow 2).fun_add ((h 1).fun_pow 2)).fun_add
    ((h 2).fun_pow 2)).const_mul (-a)).exp
  have key : r 0 * (if i = 0 then (1 : ℝ) else 0) + r 1 * (if i = 1 then (1 : ℝ) else 0)
      + r 2 * (if i = 2 then (1 : ℝ) else 0) = r i := by
    fin_cases i <;> simp
  refine ((h j).fun_mul hs).deriv.trans ?_
  simp only [Function.update_eq_self, Nat.cast_ofNat, show (2 : ℕ) - 1 = 1 from rfl,
    pow_one, gauss]
  linear_combination
    (-2 * a * r j * Real.exp (-a * (r 0 ^ 2 + r 1 ^ 2 + r 2 ^ 2))) * key

/-- The derivatives coincide in pairs: `∂_i (x_j G) = ∂_j (x_i G)`. -/
theorem partialD_pFun_comm (a : ℝ) (i j : Fin 3) :
    partialD i (pFun a j) = partialD j (pFun a i) := by
  funext r
  rw [partialD_pFun, partialD_pFun]
  by_cases h : i = j
  · subst h
    rfl
  · rw [if_neg h, if_neg (Ne.symm h)]
    ring

/-- For `a > 0` the nine derivatives of the p shell span a six-dimensional space. -/
theorem finrank_balancedSpace {a : ℝ} (ha : 0 < a) : finrank ℝ (balancedSpace a) = 6 := by
  have hset : (Set.range fun ij : Fin 3 × Fin 3 => partialD ij.1 (pFun a ij.2)) =
      Set.range fun k : Fin 6 => partialD (pair k).1 (pFun a (pair k).2) := by
    apply Set.Subset.antisymm
    · rintro _ ⟨⟨i, j⟩, rfl⟩
      have hp : ∀ i j : Fin 3, ∃ k, pair k = (i, j) ∨ pair k = (j, i) := by decide
      obtain ⟨k, h | h⟩ := hp i j
      · exact ⟨k, congrArg (fun ij : Fin 3 × Fin 3 => partialD ij.1 (pFun a ij.2)) h⟩
      · exact ⟨k, (congrArg (fun ij : Fin 3 × Fin 3 => partialD ij.1 (pFun a ij.2)) h).trans
          (partialD_pFun_comm a j i)⟩
    · rintro _ ⟨k, rfl⟩
      exact ⟨pair k, rfl⟩
  have hli : LinearIndependent ℝ
      fun k : Fin 6 => partialD (pair k).1 (pFun a (pair k).2) := by
    rw [Fintype.linearIndependent_iff]
    intro g hg
    have hd : ∀ i r, partialD i (pFun a i) r = (1 - 2 * a * r i * r i) * gauss a r := by
      intro i r
      rw [partialD_pFun, if_pos rfl]
    have ho : ∀ i j r, i ≠ j →
        partialD i (pFun a j) r = (-2 * a * r i * r j) * gauss a r := by
      intro i j r h
      rw [partialD_pFun, if_neg h]
      ring
    -- divide the vanishing combination by the Gaussian
    have key : ∀ r : Fin 3 → ℝ, g 0 * (1 - 2 * a * r 0 * r 0) + g 1 * (1 - 2 * a * r 1 * r 1)
        + g 2 * (1 - 2 * a * r 2 * r 2) + g 3 * (-2 * a * r 0 * r 1)
        + g 4 * (-2 * a * r 0 * r 2) + g 5 * (-2 * a * r 1 * r 2) = 0 := by
      intro r
      have h : g 0 * partialD 0 (pFun a 0) r + g 1 * partialD 1 (pFun a 1) r
          + g 2 * partialD 2 (pFun a 2) r + g 3 * partialD 0 (pFun a 1) r
          + g 4 * partialD 0 (pFun a 2) r + g 5 * partialD 1 (pFun a 2) r = 0 := by
        have := congrFun hg r
        rw [Finset.sum_apply, Fin.sum_univ_six] at this
        exact this
      rw [hd 0, hd 1, hd 2, ho 0 1 r (by decide), ho 0 2 r (by decide),
        ho 1 2 r (by decide)] at h
      apply mul_right_cancel₀ (Real.exp_pos _).ne' (b := gauss a r)
      linear_combination h
    have kxyz : ∀ x y z : ℝ, g 0 * (1 - 2 * a * x * x) + g 1 * (1 - 2 * a * y * y)
        + g 2 * (1 - 2 * a * z * z) + g 3 * (-2 * a * x * y)
        + g 4 * (-2 * a * x * z) + g 5 * (-2 * a * y * z) = 0 :=
      fun x y z => key ![x, y, z]
    have hz : ∀ t : ℝ, a * t = 0 → t = 0 :=
      fun t h => (mul_eq_zero.mp h).resolve_left ha.ne'
    have k0 := kxyz 0 0 0
    have h0 : g 0 = 0 := hz _ (by linarith [kxyz 1 0 0])
    have h1 : g 1 = 0 := hz _ (by linarith [kxyz 0 1 0])
    have h2 : g 2 = 0 := hz _ (by linarith [kxyz 0 0 1])
    simp only [h0, h1, h2] at kxyz
    have h3 : g 3 = 0 := hz _ (by linarith [kxyz 1 1 0])
    have h4 : g 4 = 0 := hz _ (by linarith [kxyz 1 0 1])
    have h5 : g 5 = 0 := hz _ (by linarith [kxyz 0 1 1])
    intro k
    fin_cases k
    exacts [h0, h1, h2, h3, h4, h5]
  rw [balancedSpace, hset, finrank_span_eq_card hli, Fintype.card_fin]

/-- The Gaussian and the quadratic monomials times it span a seven-dimensional space. -/
theorem finrank_unrestrictedSpace (a : ℝ) : finrank ℝ (unrestrictedSpace a) = 7 := by
  let v : Option (Fin 6) → (Fin 3 → ℝ) → ℝ :=
    fun o => o.elim (gauss a) fun k => quadMono a (pair k).1 (pair k).2
  have hset : insert (gauss a) (Set.range fun ij : Fin 3 × Fin 3 => quadMono a ij.1 ij.2) =
      Set.range v := by
    apply Set.Subset.antisymm
    · rintro f (hf | ⟨⟨i, j⟩, rfl⟩)
      · exact ⟨none, hf.symm⟩
      · have hp : ∀ i j : Fin 3, ∃ k, pair k = (i, j) ∨ pair k = (j, i) := by decide
        have hc : quadMono a j i = quadMono a i j := by
          funext r
          simp only [quadMono]
          ring
        obtain ⟨k, h | h⟩ := hp i j
        · exact ⟨some k, congrArg (fun ij : Fin 3 × Fin 3 => quadMono a ij.1 ij.2) h⟩
        · exact ⟨some k,
            (congrArg (fun ij : Fin 3 × Fin 3 => quadMono a ij.1 ij.2) h).trans hc⟩
    · rintro _ ⟨_ | k, rfl⟩
      · exact Or.inl rfl
      · exact Or.inr ⟨pair k, rfl⟩
  have hli : LinearIndependent ℝ v := by
    rw [Fintype.linearIndependent_iff]
    intro g hg
    have key : ∀ x y z : ℝ, g none + (g (some 0) * (x * x) + g (some 1) * (y * y)
        + g (some 2) * (z * z) + g (some 3) * (x * y) + g (some 4) * (x * z)
        + g (some 5) * (y * z)) = 0 := by
      intro x y z
      have h : g none * gauss a ![x, y, z] + (g (some 0) * (x * x * gauss a ![x, y, z])
          + g (some 1) * (y * y * gauss a ![x, y, z])
          + g (some 2) * (z * z * gauss a ![x, y, z])
          + g (some 3) * (x * y * gauss a ![x, y, z])
          + g (some 4) * (x * z * gauss a ![x, y, z])
          + g (some 5) * (y * z * gauss a ![x, y, z])) = 0 := by
        have := congrFun hg ![x, y, z]
        rw [Finset.sum_apply, Fintype.sum_option, Fin.sum_univ_six] at this
        exact this
      apply mul_right_cancel₀ (Real.exp_pos _).ne' (b := gauss a ![x, y, z])
      linear_combination h
    -- the origin, the unit points and their pairwise sums fix all coefficients
    have h : g none = 0 := by linarith [key 0 0 0]
    have h0 : g (some 0) = 0 := by linarith [key 1 0 0]
    have h1 : g (some 1) = 0 := by linarith [key 0 1 0]
    have h2 : g (some 2) = 0 := by linarith [key 0 0 1]
    have h3 : g (some 3) = 0 := by linarith [key 1 1 0]
    have h4 : g (some 4) = 0 := by linarith [key 1 0 1]
    have h5 : g (some 5) = 0 := by linarith [key 0 1 1]
    rintro (_ | k)
    · exact h
    · fin_cases k
      exacts [h0, h1, h2, h3, h4, h5]
  rw [unrestrictedSpace, hset, finrank_span_eq_card hli]
  simp

/-- For `a > 0`, the function `(c + ∑ q_ij x_i x_j) G` lies in the span of the nine
derivatives exactly when `tr q = -2ac`. -/
theorem quadGauss_mem_iff {a : ℝ} (ha : 0 < a) (c : ℝ) (q : Matrix (Fin 3) (Fin 3) ℝ) :
    quadGauss a c q ∈ balancedSpace a ↔ q.trace = -2 * a * c := by
  rw [Matrix.trace_fin_three]
  constructor
  · intro hq
    have g0 : gauss a ![0, 0, 0] = 1 := by simp [gauss]
    have g1 : gauss a ![1, 0, 0] = Real.exp (-a) := by simp [gauss]
    have g2 : gauss a ![0, 1, 0] = Real.exp (-a) := by simp [gauss]
    have g3 : gauss a ![0, 0, 1] = Real.exp (-a) := by simp [gauss]
    -- a linear relation between four values holds on the whole balanced space
    have hP : ∀ f ∈ balancedSpace a, f ![1, 0, 0] + f ![0, 1, 0] + f ![0, 0, 1] =
        (3 - 2 * a) * Real.exp (-a) * f ![0, 0, 0] := by
      intro f hf
      unfold balancedSpace at hf
      induction hf using Submodule.span_induction with
      | mem x hx =>
        obtain ⟨⟨i, j⟩, rfl⟩ := hx
        simp only [partialD_pFun, g0, g1, g2, g3]
        generalize Real.exp (-a) = E
        fin_cases i <;> fin_cases j <;> simp <;> ring
      | zero => simp
      | add x y _ _ h1 h2 =>
        simp only [Pi.add_apply]
        linear_combination h1 + h2
      | smul t x _ h =>
        simp only [Pi.smul_apply, smul_eq_mul]
        linear_combination t * h
    have hv : ∀ x y z : ℝ, quadGauss a c q ![x, y, z] =
        (c + ((q 0 0 * x * x + q 0 1 * x * y + q 0 2 * x * z)
          + (q 1 0 * y * x + q 1 1 * y * y + q 1 2 * y * z)
          + (q 2 0 * z * x + q 2 1 * z * y + q 2 2 * z * z))) * gauss a ![x, y, z] := by
      intro x y z
      simp only [quadGauss, Fin.sum_univ_three]
      rfl
    have h := hP _ hq
    rw [hv 1 0 0, hv 0 1 0, hv 0 0 1, hv 0 0 0, g0, g1, g2, g3] at h
    apply mul_right_cancel₀ (Real.exp_pos (-a)).ne'
    linear_combination h
  · intro h
    obtain ⟨b, hb⟩ : ∃ b : ℝ, 2 * a * b = 1 :=
      ⟨(2 * a)⁻¹, mul_inv_cancel₀ (by positivity)⟩
    have e : quadGauss a c q = ∑ i, ∑ j, (-(q i j * b)) • partialD i (pFun a j) := by
      funext r
      simp only [quadGauss, Finset.sum_apply, Pi.smul_apply, smul_eq_mul, partialD_pFun,
        Pi.add_apply, Fin.sum_univ_three, Fin.isValue, Fin.reduceEq, if_true, if_false]
      linear_combination (gauss a r * b) * h - ((c + (q 0 0 * r 0 * r 0 + q 0 1 * r 0 * r 1
        + q 0 2 * r 0 * r 2 + q 1 0 * r 1 * r 0 + q 1 1 * r 1 * r 1 + q 1 2 * r 1 * r 2
        + q 2 0 * r 2 * r 0 + q 2 1 * r 2 * r 1 + q 2 2 * r 2 * r 2)) * gauss a r) * hb
    rw [e]
    exact sum_mem fun i _ => sum_mem fun j _ =>
      smul_mem _ _ (subset_span ⟨(i, j), rfl⟩)

/-- For `a > 0` the Gaussian `G` itself is not in the span of the nine derivatives. -/
theorem gauss_notMem {a : ℝ} (ha : 0 < a) : gauss a ∉ balancedSpace a := by
  intro h
  have e : quadGauss a 1 0 = gauss a := by
    funext r
    simp [quadGauss]
  rw [← e, quadGauss_mem_iff ha, Matrix.trace_zero] at h
  linarith

/-- For `a > 0`, adding the single function `G` to the span of the nine derivatives gives
the span of `G` and all quadratic monomials times `G`. -/
theorem balanced_sup_gauss {a : ℝ} (ha : 0 < a) :
    balancedSpace a ⊔ span ℝ {gauss a} = unrestrictedSpace a := by
  have e : ∀ i j, partialD i (pFun a j) =
      (if i = j then (1 : ℝ) else 0) • gauss a + (-2 * a) • quadMono a i j := by
    intro i j
    funext r
    simp only [Pi.add_apply, Pi.smul_apply, smul_eq_mul, partialD_pFun, quadMono]
    ring
  apply le_antisymm
  · refine sup_le (span_le.2 ?_) (span_mono (Set.singleton_subset_iff.2 (Or.inl rfl)))
    rintro _ ⟨⟨i, j⟩, rfl⟩
    change partialD i (pFun a j) ∈ unrestrictedSpace a
    rw [e]
    exact add_mem (smul_mem _ _ (subset_span (Or.inl rfl)))
      (smul_mem _ _ (subset_span (Or.inr ⟨(i, j), rfl⟩)))
  · have hG : gauss a ∈ balancedSpace a ⊔ span ℝ {gauss a} :=
      mem_sup_right (mem_span_singleton_self _)
    refine span_le.2 ?_
    rintro f (hf | ⟨⟨i, j⟩, rfl⟩)
    · rw [hf]
      exact hG
    · -- solve the derivative formula for the quadratic monomial
      obtain ⟨b, hb⟩ : ∃ b : ℝ, 2 * a * b = 1 :=
        ⟨(2 * a)⁻¹, mul_inv_cancel₀ (by positivity)⟩
      have e2 : quadMono a i j =
          b • ((if i = j then (1 : ℝ) else 0) • gauss a - partialD i (pFun a j)) := by
        rw [e]
        funext r
        simp only [Pi.add_apply, Pi.sub_apply, Pi.smul_apply, smul_eq_mul]
        linear_combination (-quadMono a i j r) * hb
      change quadMono a i j ∈ balancedSpace a ⊔ span ℝ {gauss a}
      rw [e2]
      exact smul_mem _ _ (sub_mem (smul_mem _ _ hG)
        (mem_sup_left (subset_span ⟨(i, j), rfl⟩)))

/-- For `a > 0` the nine first derivatives of `xG`, `yG`, `zG` span a six-dimensional space,
strictly inside the seven-dimensional span of `G` and all quadratic monomials times `G`. -/
theorem p_shell_balance {a : ℝ} (ha : 0 < a) :
    finrank ℝ (balancedSpace a) = 6 ∧ finrank ℝ (unrestrictedSpace a) = 7 ∧
      balancedSpace a < unrestrictedSpace a := by
  refine ⟨finrank_balancedSpace ha, finrank_unrestrictedSpace a, ?_⟩
  refine lt_of_le_of_ne (le_sup_left.trans_eq (balanced_sup_gauss ha)) fun h => ?_
  apply gauss_notMem ha
  rw [h]
  exact subset_span (Or.inl rfl)

end

end KineticBalancePShell
```

```lean
#print axioms KineticBalancePShell.p_shell_balance
-- 'KineticBalancePShell.p_shell_balance' depends on axioms: [propext, Classical.choice, Quot.sound]
```

## From the derivative formula to the strict inclusion

`partialD_pFun` combines the product and chain rules; its `key` collapses the sum over coordinates to $x_i$. `partialD_pFun_comm` records the symmetry.

In both dimension theorems, `pair` lists the six index pairs and `decide` matches every ordered pair to one of them. After division by $G$, `linarith` reads off the coefficients at the points used above, and `finrank_span_eq_card` turns independence into a dimension.

In `quadGauss_mem_iff`, `span_induction` carries the four-value relation from the generators to $B$; the converse uses the explicit sum, with `b` standing for $1/(2a)$. `gauss_notMem` takes $c=1$, $q=0$. `balanced_sup_gauss` uses the derivative formula for one inclusion and its solved form for the other.

`p_shell_balance` collects the dimensions and obtains $B\subseteq U$ from that sum. Equality would put $G$ in $B$, contradicting `gauss_notMem`.
